# A unique small decoupling operator for weakly coupled Hermitian blocks

Let $A$ and $D$ be finite complex Hermitian matrices such that every eigenvalue of $A$ lies at least $g$ away from every eigenvalue of $D$. If the coupling $B$ has Frobenius norm $\beta=\|B\|<g/2$, then

$$B^\dagger + DX = XA + XBX$$

has exactly one solution $X$ with $\|X\|\le 2\beta/g$.

## Removing the coupling between two subspaces

The Hamiltonian and the frame built from $X$ are

$$H=\begin{pmatrix}A&B\\B^\dagger&D\end{pmatrix},\qquad
T=\begin{pmatrix}1&-X^\dagger\\X&1\end{pmatrix}.$$

The first block column of $T$ consists of vectors $(u,Xu)$: $X$ supplies the component in the second subspace that belongs to $u$ in the first. Multiplying out gives

$$(T^\dagger HT)_{21}=B^\dagger+DX-XA-XBX .$$

Because $H$ is Hermitian, the 12 block is the adjoint of this expression. Both off-diagonal blocks therefore vanish exactly when $X$ solves the equation.

The two block columns are orthogonal but not normalised, since $T^\dagger T=\mathrm{diag}(1+X^\dagger X,\,1+XX^\dagger)$. Normalisation multiplies them by $(1+X^\dagger X)^{-1/2}$ and $(1+XX^\dagger)^{-1/2}$, which leaves the zero blocks zero. The normalised first diagonal block is

$$(1+X^\dagger X)^{-1/2}(A+BX+X^\dagger B^\dagger+X^\dagger DX)(1+X^\dagger X)^{-1/2}.$$

Equations of this kind occur when a one-electron Dirac Hamiltonian in a finite orthonormal basis is reduced to two-component form; the result applies there only if the coupling is below half the gap in Frobenius norm.

## The statement in Lean

The finite types `n` and `m` label bases of the first and second subspaces, so `X : Matrix m n ℂ` maps the first into the second. The symbol `ᴴ` is the adjoint, and `Decouples A B D X` is the quadratic equation. The opened norm scope makes `‖B‖` the Frobenius norm, $\|B\|^2=\sum_{j,i}|B_{ji}|^2$.

In `existsUnique_decoupling`, the hypotheses `hA` and `hD` say that the diagonal blocks are Hermitian. The hypothesis `hgap` bounds the distances between their eigenvalues from below by $g$; the two spectra may interleave. This is a gap of the uncoupled blocks, which depends on how the space is split into the two subspaces, and its positivity follows from `hB`, the condition $\beta<g/2$. The conclusion `∃!` covers existence and uniqueness within the stated norm bound.

The more general `existsUnique_in_ball` gives exactly one solution in every closed ball about the origin whose radius $r$ satisfies $2\beta/g\le r\le1$. Taking $r=1$ shows that the small solution is the only one in the whole closed unit ball. Solutions of norm greater than one are not addressed, nor are infinite-dimensional operators or non-orthogonal bases.

## From energy denominators to a contraction

Choose unitaries $U,V$ with $U^\dagger AU=\mathrm{diag}(a_j)$ and $V^\dagger DV=\mathrm{diag}(d_i)$. Multiply the equation by $V^\dagger$ on the left and $U$ on the right, and set $X'=V^\dagger XU$, $B'=U^\dagger BV$. The equation keeps its form. Norms are unchanged because

$$\|X'\|^2=\operatorname{tr}(U^\dagger X^\dagger VV^\dagger XU)=\operatorname{tr}(X^\dagger X)=\|X\|^2,$$

and likewise for $B'$. Dropping the primes, the $ij$ element reads

$$(B^\dagger)_{ij}+d_iX_{ij}=X_{ij}a_j+(XBX)_{ij},$$

or, solved for $X_{ij}$,

$$X_{ij}=F(X)_{ij}:=\frac{(XBX-B^\dagger)_{ij}}{d_i-a_j}.$$

For any matrix $R$, division by the energy denominators obeys

$$\sum_{ij}\frac{|R_{ij}|^2}{|d_i-a_j|^2}\le\frac{\|R\|^2}{g^2}.$$

Let $2\beta/g\le r\le1$ and $\|X\|,\|Y\|\le r$. The Frobenius norm is submultiplicative, so

$$\|F(X)\|\le\frac{\beta r^2+\beta}{g}\le\frac{2\beta}{g}\le r .$$

The ball is mapped into itself. From $XBX-YBY=XB(X-Y)+(X-Y)BY$ it follows that

$$\|F(X)-F(Y)\|\le\frac{2\beta r}{g}\|X-Y\|\le k\|X-Y\|,\qquad k=\frac{2\beta}{g}<1 .$$

The iterates $X_{s+1}=F(X_s)$ from $X_0=0$ satisfy $\|X_{s+1}-X_s\|\le k^s\|X_1\|$. They form a Cauchy sequence, whose limit lies in the closed ball and is a fixed point. Two fixed points would satisfy $\|X-Y\|\le k\|X-Y\|$, hence $X=Y$. Undoing the basis change by $X=VX'U^\dagger$ gives the solution in the original basis, and $r=2\beta/g$ gives the opening claim.

## The complete Lean file

```lean
import Mathlib

open Matrix
open scoped Matrix.Norms.Frobenius

namespace DecouplingOperator

noncomputable section

variable {m n : Type*} [Fintype m] [Fintype n] [DecidableEq m] [DecidableEq n]

/-- The decoupling equation `B† + D X = X A + X B X` for the Hamiltonian with diagonal
blocks `A`, `D` and coupling `B`. -/
def Decouples (A : Matrix n n ℂ) (B : Matrix n m ℂ) (D : Matrix m m ℂ)
    (X : Matrix m n ℂ) : Prop :=
  Bᴴ + D * X = X * A + X * B * X

/-- Division of each matrix element by its energy denominator `d i - a j`. -/
def gapDivide (a : n → ℝ) (d : m → ℝ) (R : Matrix m n ℂ) : Matrix m n ℂ :=
  Matrix.of fun i j => R i j / ((d i - a j : ℝ) : ℂ)

/-- The frame whose block columns are `(1, X)` and `(-X†, 1)`. -/
def frame (X : Matrix m n ℂ) : Matrix (n ⊕ m) (n ⊕ m) ℂ :=
  fromBlocks 1 (-Xᴴ) X 1

omit [DecidableEq m] [DecidableEq n] in
/-- The squared Frobenius norm is the sum of the squared moduli of the matrix elements. -/
theorem frobenius_sq (M : Matrix m n ℂ) : ‖M‖ ^ 2 = ∑ i, ∑ j, ‖M i j‖ ^ 2 := by
  rw [Matrix.frobenius_norm_def, ← Real.sqrt_eq_rpow, Real.sq_sqrt (by positivity)]
  simp only [Real.rpow_two]

/-- The Frobenius norm does not change under unitary changes of basis on both sides. -/
theorem norm_unitary_mul (P : Matrix m m ℂ) (Q : Matrix n n ℂ) (hP : Pᴴ * P = 1)
    (hQ : Q * Qᴴ = 1) (X : Matrix m n ℂ) : ‖P * X * Q‖ = ‖X‖ := by
  -- the squared norm is the trace of `M† M`
  have tr : ∀ M : Matrix m n ℂ, ((‖M‖ ^ 2 : ℝ) : ℂ) = trace (Mᴴ * M) := by
    intro M
    rw [frobenius_sq, Finset.sum_comm]
    push_cast
    simp only [Matrix.trace, Matrix.diag_apply, Matrix.mul_apply, Matrix.conjTranspose_apply]
    exact Finset.sum_congr rfl fun j _ => Finset.sum_congr rfl fun i _ =>
      (Complex.conj_mul' _).symm
  have h : ((‖P * X * Q‖ ^ 2 : ℝ) : ℂ) = ((‖X‖ ^ 2 : ℝ) : ℂ) := by
    rw [tr, tr]
    calc trace ((P * X * Q)ᴴ * (P * X * Q))
        = trace (Qᴴ * (Xᴴ * (Pᴴ * P) * X * Q)) := by
          simp only [Matrix.conjTranspose_mul, Matrix.mul_assoc]
      _ = trace (Xᴴ * X * (Q * Qᴴ)) := by
          rw [hP, Matrix.mul_one, Matrix.trace_mul_comm, Matrix.mul_assoc (Xᴴ * X)]
      _ = trace (Xᴴ * X) := by rw [hQ, Matrix.mul_one]
  exact (sq_eq_sq₀ (norm_nonneg _) (norm_nonneg _)).1 (Complex.ofReal_injective h)

/-- The decoupling equation keeps its form under unitary changes of basis `U` and `V` in the
two subspaces. -/
theorem decouples_unitary (A : Matrix n n ℂ) (B : Matrix n m ℂ) (D : Matrix m m ℂ)
    (X : Matrix m n ℂ) {U : Matrix n n ℂ} {V : Matrix m m ℂ}
    (hU : U * Uᴴ = 1) (hV : V * Vᴴ = 1) :
    Decouples (Uᴴ * A * U) (Uᴴ * B * V) (Vᴴ * D * V) (Vᴴ * X * U) ↔ Decouples A B D X := by
  have hV' : ∀ Z : Matrix m n ℂ, V * (Vᴴ * Z) = Z := fun Z => by
    rw [← Matrix.mul_assoc, hV, Matrix.one_mul]
  have hU' : ∀ Z : Matrix n n ℂ, U * (Uᴴ * Z) = Z := fun Z => by
    rw [← Matrix.mul_assoc, hU, Matrix.one_mul]
  have inj : ∀ Z : Matrix m n ℂ, V * (Vᴴ * (Z * U)) * Uᴴ = Z := fun Z => by
    rw [hV', Matrix.mul_assoc, hU, Matrix.mul_one]
  have eL : (Uᴴ * B * V)ᴴ + Vᴴ * D * V * (Vᴴ * X * U) = Vᴴ * ((Bᴴ + D * X) * U) := by
    simp only [Matrix.conjTranspose_mul, Matrix.conjTranspose_conjTranspose, Matrix.mul_assoc,
      Matrix.mul_add, Matrix.add_mul, hV']
  have eR : Vᴴ * X * U * (Uᴴ * A * U) + Vᴴ * X * U * (Uᴴ * B * V) * (Vᴴ * X * U)
      = Vᴴ * ((X * A + X * B * X) * U) := by
    simp only [Matrix.mul_assoc, Matrix.mul_add, Matrix.add_mul, hV', hU']
  unfold Decouples
  rw [eL, eR]
  constructor
  · intro h
    have h2 := congrArg (fun Z => V * Z * Uᴴ) h
    simpa only [inj] using h2
  · intro h
    rw [h]

/-- A Hermitian matrix is brought to the diagonal matrix of its eigenvalues by a unitary. -/
theorem exists_eigenbasis {A : Matrix n n ℂ} (hA : A.IsHermitian) :
    ∃ U : Matrix n n ℂ, U * Uᴴ = 1 ∧ Uᴴ * U = 1 ∧
      Uᴴ * A * U = diagonal fun i => (hA.eigenvalues i : ℂ) := by
  have h1 : (hA.eigenvectorUnitary : Matrix n n ℂ) * (hA.eigenvectorUnitary : Matrix n n ℂ)ᴴ
      = 1 := Matrix.mem_unitaryGroup_iff.1 hA.eigenvectorUnitary.2
  have h2 := mul_eq_one_comm.1 h1
  refine ⟨hA.eigenvectorUnitary, h1, h2, ?_⟩
  have h3 : A * (hA.eigenvectorUnitary : Matrix n n ℂ)
      = hA.eigenvectorUnitary * diagonal fun i => (hA.eigenvalues i : ℂ) := by
    ext i j
    have h := congrFun (hA.mulVec_eigenvectorBasis j) i
    rw [Matrix.mul_diagonal]
    simpa [Matrix.mul_apply, Matrix.mulVec, dotProduct,
      Matrix.IsHermitian.eigenvectorUnitary_apply, mul_comm] using h
  rw [Matrix.mul_assoc, h3, ← Matrix.mul_assoc, h2, Matrix.one_mul]

omit [DecidableEq m] [DecidableEq n] in
/-- If all energy denominators are at least `g > 0` in modulus, dividing by them gives a matrix
whose Frobenius norm is at most `1/g` times the original norm. -/
theorem norm_gapDivide {a : n → ℝ} {d : m → ℝ} {g : ℝ} (hg : 0 < g)
    (hgap : ∀ i j, g ≤ |d i - a j|) (R : Matrix m n ℂ) : g * ‖gapDivide a d R‖ ≤ ‖R‖ := by
  refine (pow_le_pow_iff_left₀ (by positivity) (norm_nonneg _) two_ne_zero).1 ?_
  rw [mul_pow, frobenius_sq, frobenius_sq, Finset.mul_sum]
  refine Finset.sum_le_sum fun i _ => ?_
  rw [Finset.mul_sum]
  refine Finset.sum_le_sum fun j _ => ?_
  rw [← mul_pow]
  refine pow_le_pow_left₀ (by positivity) ?_ 2
  have hpos : 0 < |d i - a j| := hg.trans_le (hgap i j)
  rw [gapDivide, Matrix.of_apply, norm_div, Complex.norm_real, Real.norm_eq_abs,
    ← mul_div_assoc, div_le_iff₀ hpos, mul_comm]
  exact mul_le_mul_of_nonneg_left (hgap i j) (norm_nonneg _)

/-- In a finite-dimensional complex normed space, a map that sends a closed ball about the origin
into itself and contracts distances there by a factor `k < 1` has exactly one fixed point in the
ball. -/
theorem existsUnique_fixedPoint {E : Type*} [NormedAddCommGroup E] [NormedSpace ℂ E]
    [FiniteDimensional ℂ E] (f : E → E) {r k : ℝ} (hr : 0 ≤ r) (hk0 : 0 ≤ k) (hk1 : k < 1)
    (hmap : ∀ x, ‖x‖ ≤ r → ‖f x‖ ≤ r)
    (hlip : ∀ x y, ‖x‖ ≤ r → ‖y‖ ≤ r → ‖f x - f y‖ ≤ k * ‖x - y‖) :
    ∃! x, ‖x‖ ≤ r ∧ f x = x := by
  have : CompleteSpace E := FiniteDimensional.complete ℂ E
  have hs : Set.MapsTo f (Metric.closedBall 0 r) (Metric.closedBall 0 r) := fun x hx =>
    mem_closedBall_zero_iff.2 (hmap x (mem_closedBall_zero_iff.1 hx))
  have hc : ContractingWith ⟨k, hk0⟩ (hs.restrict f _ _) := by
    refine ⟨hk1, LipschitzWith.of_dist_le_mul fun x y => ?_⟩
    rw [Subtype.dist_eq, Subtype.dist_eq, dist_eq_norm, dist_eq_norm]
    exact hlip x y (mem_closedBall_zero_iff.1 x.2) (mem_closedBall_zero_iff.1 y.2)
  obtain ⟨x, hx, hfx, -⟩ := hc.exists_fixedPoint' Metric.isClosed_closedBall.isComplete hs
    (Metric.mem_closedBall_self hr) (edist_ne_top _ _)
  have hx' := mem_closedBall_zero_iff.1 hx
  have hfx' : f x = x := hfx
  refine ⟨x, ⟨hx', hfx'⟩, fun y hy => ?_⟩
  by_contra hne
  have hpos := norm_pos_iff.2 (sub_ne_zero.2 hne)
  have h := hlip y x hy.1 hx'
  rw [hy.2, hfx'] at h
  nlinarith

/-- For diagonal blocks with energies `a` and `d` a distance `g` apart and `‖B‖ < g/2`, the
decoupling equation has exactly one solution with `‖X‖ ≤ r`, for each `r` with `2‖B‖/g ≤ r ≤ 1`. -/
theorem existsUnique_diagonal {a : n → ℝ} {d : m → ℝ} {g r : ℝ} (B : Matrix n m ℂ)
    (hgap : ∀ i j, g ≤ |d i - a j|) (hB : ‖B‖ < g / 2) (hr : 2 * ‖B‖ ≤ g * r) (hr1 : r ≤ 1) :
    ∃! X : Matrix m n ℂ, ‖X‖ ≤ r ∧
      Decouples (diagonal fun j => (a j : ℂ)) B (diagonal fun i => (d i : ℂ)) X := by
  have hB0 := norm_nonneg B
  have hg : 0 < g := by linarith
  have hr0 : 0 ≤ r := by
    by_contra h
    have := mul_neg_of_pos_of_neg hg (not_le.1 h)
    linarith
  -- the equation is a fixed-point equation with energy denominators
  have key : ∀ X : Matrix m n ℂ, gapDivide a d (X * B * X - Bᴴ) = X ↔
      Decouples (diagonal fun j => (a j : ℂ)) B (diagonal fun i => (d i : ℂ)) X := by
    intro X
    unfold Decouples
    rw [← Matrix.ext_iff, ← Matrix.ext_iff]
    refine forall_congr' fun i => forall_congr' fun j => ?_
    have h : ((d i - a j : ℝ) : ℂ) ≠ 0 :=
      Complex.ofReal_ne_zero.2 (abs_pos.1 (hg.trans_le (hgap i j)))
    rw [gapDivide, Matrix.of_apply, div_eq_iff h]
    simp only [Matrix.add_apply, Matrix.sub_apply, Matrix.diagonal_mul, Matrix.mul_diagonal,
      Complex.ofReal_sub]
    constructor <;> intro h' <;> linear_combination (-1 : ℂ) * h'
  have triple : ∀ X Y : Matrix m n ℂ, ‖X * B * Y‖ ≤ ‖X‖ * ‖B‖ * ‖Y‖ := fun X Y =>
    (Matrix.frobenius_norm_mul _ _).trans
      (mul_le_mul_of_nonneg_right (Matrix.frobenius_norm_mul _ _) (norm_nonneg _))
  obtain ⟨X, ⟨h1, h2⟩, h3⟩ := existsUnique_fixedPoint
    (fun X : Matrix m n ℂ => gapDivide a d (X * B * X - Bᴴ)) (k := 2 * ‖B‖ / g) hr0
    (by positivity) ((div_lt_one hg).2 (by linarith))
    (by
      -- the ball is mapped into itself
      intro X hX
      have e1 := norm_gapDivide hg hgap (X * B * X - Bᴴ)
      have e2 := norm_sub_le (X * B * X) Bᴴ
      rw [Matrix.frobenius_norm_conjTranspose] at e2
      have hX1 := hX.trans hr1
      have e3 : ‖X‖ * ‖B‖ * ‖X‖ ≤ 1 * ‖B‖ * 1 := by gcongr
      have e4 := triple X X
      exact le_of_mul_le_mul_left (by linarith) hg)
    (by
      -- the quadratic term contracts distances
      intro X Y hX hY
      have e0 : gapDivide a d (X * B * X - Bᴴ) - gapDivide a d (Y * B * Y - Bᴴ)
          = gapDivide a d (X * B * (X - Y) + (X - Y) * B * Y) := by
        have e : X * B * (X - Y) + (X - Y) * B * Y
            = (X * B * X - Bᴴ) - (Y * B * Y - Bᴴ) := by
          simp only [Matrix.mul_sub, Matrix.sub_mul]
          abel
        rw [e]
        ext i j
        simp only [gapDivide, Matrix.sub_apply, Matrix.of_apply]
        ring
      have e1 := norm_gapDivide hg hgap (X * B * (X - Y) + (X - Y) * B * Y)
      have e2 := norm_add_le (X * B * (X - Y)) ((X - Y) * B * Y)
      have e3 := triple X (X - Y)
      have e4 := triple (X - Y) Y
      have hX1 := hX.trans hr1
      have hY1 := hY.trans hr1
      have e5 : ‖X‖ * ‖B‖ * ‖X - Y‖ ≤ 1 * ‖B‖ * ‖X - Y‖ := by gcongr
      have e6 : ‖X - Y‖ * ‖B‖ * ‖Y‖ ≤ ‖X - Y‖ * ‖B‖ * 1 := by gcongr
      show ‖gapDivide a d (X * B * X - Bᴴ) - gapDivide a d (Y * B * Y - Bᴴ)‖ ≤ _
      rw [e0, div_mul_eq_mul_div, le_div_iff₀ hg]
      linarith)
  exact ⟨X, ⟨h1, (key X).1 h2⟩, fun Y hY => h3 Y ⟨hY.1, (key Y).2 hY.2⟩⟩

/-- For Hermitian blocks with spectra a distance `g` apart and `‖B‖ < g/2`, the decoupling equation
has exactly one solution with `‖X‖ ≤ r`, for each `r` with `2‖B‖/g ≤ r ≤ 1`. -/
theorem existsUnique_in_ball {A : Matrix n n ℂ} {D : Matrix m m ℂ} (B : Matrix n m ℂ)
    (hA : A.IsHermitian) (hD : D.IsHermitian) {g r : ℝ}
    (hgap : ∀ i j, g ≤ |hD.eigenvalues i - hA.eigenvalues j|)
    (hB : ‖B‖ < g / 2) (hr : 2 * ‖B‖ ≤ g * r) (hr1 : r ≤ 1) :
    ∃! X : Matrix m n ℂ, ‖X‖ ≤ r ∧ Decouples A B D X := by
  obtain ⟨U, hU, hU', hUA⟩ := exists_eigenbasis hA
  obtain ⟨V, hV, hV', hVD⟩ := exists_eigenbasis hD
  have hC : ‖Uᴴ * B * V‖ = ‖B‖ := by
    have e1 : ‖(Uᴴ * B * V)ᴴ‖ = ‖Bᴴ‖ := by
      have e := norm_unitary_mul Vᴴ U (by rw [Matrix.conjTranspose_conjTranspose, hV]) hU Bᴴ
      simpa only [Matrix.conjTranspose_mul, Matrix.conjTranspose_conjTranspose,
        Matrix.mul_assoc] using e
    rwa [Matrix.frobenius_norm_conjTranspose, Matrix.frobenius_norm_conjTranspose] at e1
  have hN : ∀ X : Matrix m n ℂ, ‖Vᴴ * X * U‖ = ‖X‖ :=
    norm_unitary_mul Vᴴ U (by rw [Matrix.conjTranspose_conjTranspose, hV]) hU
  obtain ⟨Y, ⟨hY1, hY2⟩, hY3⟩ := existsUnique_diagonal (Uᴴ * B * V) hgap
    (by rwa [hC]) (by rwa [hC]) hr1
  rw [← hUA, ← hVD] at hY2 hY3
  -- transform the solution back from the eigenbases
  have back : Vᴴ * (V * Y * Uᴴ) * U = Y := by
    calc Vᴴ * (V * Y * Uᴴ) * U = (Vᴴ * V) * Y * (Uᴴ * U) := by simp only [Matrix.mul_assoc]
      _ = Y := by rw [hV', hU', Matrix.one_mul, Matrix.mul_one]
  refine ⟨V * Y * Uᴴ, ⟨?_, ?_⟩, fun X hX => ?_⟩
  · rw [← hN, back]
    exact hY1
  · rw [← decouples_unitary A B D _ hU hV, back]
    exact hY2
  · have h := hY3 (Vᴴ * X * U) ⟨(hN X).le.trans hX.1, (decouples_unitary A B D X hU hV).2 hX.2⟩
    rw [← h]
    calc X = (V * Vᴴ) * X * (U * Uᴴ) := by rw [hV, hU, Matrix.one_mul, Matrix.mul_one]
      _ = V * (Vᴴ * X * U) * Uᴴ := by simp only [Matrix.mul_assoc]

/-- Existence of the decoupling operator: for Hermitian blocks with spectra a distance `g`
apart and `‖B‖ < g/2`, exactly one solution has Frobenius norm at most `2‖B‖/g`. -/
theorem existsUnique_decoupling {A : Matrix n n ℂ} {D : Matrix m m ℂ} (B : Matrix n m ℂ)
    (hA : A.IsHermitian) (hD : D.IsHermitian) {g : ℝ}
    (hgap : ∀ i j, g ≤ |hD.eigenvalues i - hA.eigenvalues j|) (hB : ‖B‖ < g / 2) :
    ∃! X : Matrix m n ℂ, ‖X‖ ≤ 2 * ‖B‖ / g ∧ Decouples A B D X := by
  have hg : 0 < g := by linarith [norm_nonneg B]
  exact existsUnique_in_ball B hA hD hgap hB (le_of_eq (by field_simp))
    ((div_le_one hg).2 (by linarith))

/-- `X` solves the decoupling equation exactly when the frame built from `X` removes both
off-diagonal blocks of the Hamiltonian. -/
theorem decouples_iff_offDiagonal_zero {A : Matrix n n ℂ} {D : Matrix m m ℂ}
    (B : Matrix n m ℂ) (hA : A.IsHermitian) (hD : D.IsHermitian) (X : Matrix m n ℂ) :
    Decouples A B D X ↔
      ((frame X)ᴴ * fromBlocks A B Bᴴ D * frame X).toBlocks₂₁ = 0 ∧
      ((frame X)ᴴ * fromBlocks A B Bᴴ D * frame X).toBlocks₁₂ = 0 := by
  have e21 : ((frame X)ᴴ * fromBlocks A B Bᴴ D * frame X).toBlocks₂₁
      = Bᴴ + D * X - (X * A + X * B * X) := by
    simp only [frame, Matrix.fromBlocks_conjTranspose, Matrix.fromBlocks_multiply,
      Matrix.toBlocks_fromBlocks₂₁, Matrix.conjTranspose_one, Matrix.conjTranspose_neg,
      Matrix.conjTranspose_conjTranspose, Matrix.one_mul, Matrix.mul_one, Matrix.neg_mul,
      Matrix.add_mul, Matrix.mul_assoc]
    abel
  -- the other block is the adjoint, because the Hamiltonian is Hermitian
  have e12 : ((frame X)ᴴ * fromBlocks A B Bᴴ D * frame X).toBlocks₁₂
      = (Bᴴ + D * X - (X * A + X * B * X))ᴴ := by
    simp only [frame, Matrix.fromBlocks_conjTranspose, Matrix.fromBlocks_multiply,
      Matrix.toBlocks_fromBlocks₁₂, Matrix.conjTranspose_one, Matrix.conjTranspose_sub,
      Matrix.conjTranspose_add, Matrix.conjTranspose_mul, Matrix.conjTranspose_conjTranspose,
      hA.eq, hD.eq, Matrix.one_mul, Matrix.mul_one, Matrix.mul_neg, Matrix.add_mul,
      Matrix.mul_assoc]
    abel
  rw [e21, e12, Matrix.conjTranspose_eq_zero, and_self, sub_eq_zero]
  rfl

end

end DecouplingOperator
```

```lean
#print axioms DecouplingOperator.existsUnique_decoupling
#print axioms DecouplingOperator.decouples_iff_offDiagonal_zero
```

```
'DecouplingOperator.existsUnique_decoupling' depends on axioms: [propext, Classical.choice, Quot.sound]
'DecouplingOperator.decouples_iff_offDiagonal_zero' depends on axioms: [propext, Classical.choice, Quot.sound]
```

## How the proof follows the derivation

**Change of basis.** `exists_eigenbasis` supplies $U$ and $V$. `norm_unitary_mul` is the trace calculation, with `frobenius_sq` turning the norm into a sum of squares. `decouples_unitary` shows that the equation holds in one basis exactly when it holds in the other.

**Energy denominators.** `gapDivide` performs the division, and `norm_gapDivide` proves its bound by comparing squared moduli element by element.

**Fixed point.** `existsUnique_fixedPoint` takes existence from Mathlib's contraction theorem on the closed ball and proves uniqueness from the contraction inequality. In `existsUnique_diagonal`, `key` identifies fixed points of $F$ with solutions, and `triple` bounds the norm of a threefold product. The two commented blocks then prove the self-map and contraction estimates; `e0` contains the splitting of $XBX-YBY$.

**Return to the original basis.** `existsUnique_in_ball` transforms the solution back, and transforms any competing solution forward to compare it in the eigenbases. `existsUnique_decoupling` inserts the smallest radius.

**Block form.** `decouples_iff_offDiagonal_zero` multiplies out $T^\dagger HT$. Its `e21` and `e12` are the two off-diagonal blocks, the second written as the adjoint of the first.
